# Two σ adsorbates in unit directions $n$ and $m$ use orthogonal d combinations exactly when $(n\cdot m)^2=1/3$

When a degenerate d shell is eliminated from a tight-binding model of σ adsorbates on one metal atom, the effective coupling between adsorbates in unit directions $n$ and $m$ contains a sum over the d orbitals of products of σ couplings. If all couplings share one hopping constant, this sum is proportional to $(n\cdot m)^2-1/3$, whichever orthonormal d basis is used.

```lean
import Mathlib

open Matrix

namespace DBandSigmaAdsorbates

noncomputable section

/-- The angular factor `n · A n` of the sigma coupling between the d orbital `A` and an
adsorbate in direction `n`. -/
def sigmaCoupling (A : Matrix (Fin 3) (Fin 3) ℝ) (n : Fin 3 → ℝ) : ℝ :=
  n ⬝ᵥ A *ᵥ n

/-- A d shell: an orthonormal basis, in the trace product, of the traceless symmetric real
3 by 3 matrices. -/
structure IsDShell {ι : Type*} [Fintype ι] [DecidableEq ι]
    (B : ι → Matrix (Fin 3) (Fin 3) ℝ) : Prop where
  symm : ∀ j, (B j)ᵀ = B j
  traceless : ∀ j, (B j).trace = 0
  orthonormal : ∀ i j, (B i * B j).trace = if i = j then 1 else 0
  complete : ∀ M : Matrix (Fin 3) (Fin 3) ℝ, Mᵀ = M → M.trace = 0 →
    ∃ c : ι → ℝ, M = ∑ j, c j • B j

/-- The combination of d orbitals to which an adsorbate in direction `n` couples: each orbital
is weighted by its sigma coupling. -/
def dCombination {ι : Type*} [Fintype ι] (B : ι → Matrix (Fin 3) (Fin 3) ℝ)
    (n : Fin 3 → ℝ) : Matrix (Fin 3) (Fin 3) ℝ :=
  ∑ j, sigmaCoupling (B j) n • B j

/-- The matrix `n nᵀ - 1/3`, which for a unit vector `n` is, up to normalisation, the axial d
orbital along `n`. -/
def axialOrbital (n : Fin 3 → ℝ) : Matrix (Fin 3) (Fin 3) ℝ :=
  vecMulVec n n - (1 / 3 : ℝ) • (1 : Matrix (Fin 3) (Fin 3) ℝ)

/-- For a unit vector `n` the axial orbital is traceless. -/
theorem trace_axialOrbital {n : Fin 3 → ℝ} (hn : n ⬝ᵥ n = 1) :
    (axialOrbital n).trace = 0 := by
  simp only [dotProduct, Fin.sum_univ_three] at hn
  simp only [axialOrbital, Matrix.trace, Matrix.diag_apply, Matrix.sub_apply,
    Matrix.smul_apply, vecMulVec_apply, Matrix.one_apply_eq, smul_eq_mul, Fin.sum_univ_three]
  linarith

/-- The overlap of a traceless matrix `A` with the axial orbital along `n` is the sigma
coupling of `A` in direction `n`. -/
theorem trace_mul_axialOrbital {A : Matrix (Fin 3) (Fin 3) ℝ} (hA : A.trace = 0)
    (n : Fin 3 → ℝ) : (A * axialOrbital n).trace = sigmaCoupling A n := by
  rw [axialOrbital, mul_sub, Matrix.trace_sub, Matrix.mul_smul, mul_one, Matrix.trace_smul,
    hA, smul_zero, sub_zero]
  simp only [sigmaCoupling, Matrix.trace, Matrix.diag_apply, Matrix.mul_apply,
    vecMulVec_apply, dotProduct, Matrix.mulVec, Fin.sum_univ_three]
  ring

variable {ι : Type*} [Fintype ι] [DecidableEq ι] {B : ι → Matrix (Fin 3) (Fin 3) ℝ}

/-- In any d shell, an adsorbate in the unit direction `n` couples to the axial orbital
along `n`. -/
theorem dCombination_eq_axialOrbital (hB : IsDShell B) {n : Fin 3 → ℝ} (hn : n ⬝ᵥ n = 1) :
    dCombination B n = axialOrbital n := by
  have hs : (axialOrbital n)ᵀ = axialOrbital n := by
    ext i j
    fin_cases i <;> fin_cases j <;> simp [axialOrbital, vecMulVec_apply, mul_comm]
  obtain ⟨c, hc⟩ := hB.complete _ hs (trace_axialOrbital hn)
  -- orthonormality identifies the expansion coefficients with the couplings
  have hcj : ∀ j, c j = sigmaCoupling (B j) n := by
    intro j
    have h1 := trace_mul_axialOrbital (hB.traceless j) n
    rw [hc, Finset.mul_sum, Matrix.trace_sum] at h1
    simpa [Matrix.mul_smul, Matrix.trace_smul, hB.orthonormal] using h1
  rw [hc, dCombination]
  exact Finset.sum_congr rfl fun j _ => by rw [hcj j]

/-- The overlap of the d combinations used by two adsorbates, the second in a unit direction,
is the sum over the shell of the products of their couplings. -/
theorem trace_dCombination_mul (hB : IsDShell B) (n : Fin 3 → ℝ) {m : Fin 3 → ℝ}
    (hm : m ⬝ᵥ m = 1) : (dCombination B n * dCombination B m).trace =
      ∑ j, sigmaCoupling (B j) n * sigmaCoupling (B j) m := by
  rw [dCombination_eq_axialOrbital hB hm, dCombination, Finset.sum_mul, Matrix.trace_sum]
  refine Finset.sum_congr rfl fun j _ => ?_
  rw [Matrix.smul_mul, Matrix.trace_smul, trace_mul_axialOrbital (hB.traceless j), smul_eq_mul]

/-- Sum rule: for unit directions `n` and `m`, the products of sigma couplings summed over
any d shell give `(n · m)² - 1/3`. -/
theorem sigma_sum_rule (hB : IsDShell B) {n m : Fin 3 → ℝ} (hn : n ⬝ᵥ n = 1)
    (hm : m ⬝ᵥ m = 1) :
    ∑ j, sigmaCoupling (B j) n * sigmaCoupling (B j) m = (n ⬝ᵥ m) ^ 2 - 1 / 3 := by
  rw [← trace_dCombination_mul hB n hm, dCombination_eq_axialOrbital hB hn,
    dCombination_eq_axialOrbital hB hm, trace_mul_axialOrbital (trace_axialOrbital hn)]
  simp only [dotProduct, Fin.sum_univ_three] at hm
  simp [sigmaCoupling, axialOrbital, dotProduct, Matrix.mulVec, Fin.sum_univ_three,
    vecMulVec_apply, Matrix.one_apply]
  linear_combination (-1 / 3) * hm

/-- Two adsorbates in unit directions `n` and `m` use orthogonal d combinations exactly when
`(n · m)² = 1/3`. -/
theorem orthogonal_iff (hB : IsDShell B) {n m : Fin 3 → ℝ} (hn : n ⬝ᵥ n = 1)
    (hm : m ⬝ᵥ m = 1) :
    (dCombination B n * dCombination B m).trace = 0 ↔ (n ⬝ᵥ m) ^ 2 = 1 / 3 := by
  rw [trace_dCombination_mul hB n hm, sigma_sum_rule hB hn hm, sub_eq_zero]

/-- For three adsorbates in perpendicular unit directions with amplitudes `c`, the squared
coupling summed over the d shell is one third of the sum of squared amplitude differences. -/
theorem triad_coupling_strength (hB : IsDShell B) {e : Fin 3 → Fin 3 → ℝ}
    (he : ∀ a b, e a ⬝ᵥ e b = if a = b then 1 else 0) (c : Fin 3 → ℝ) :
    ∑ j, (∑ a, c a * sigmaCoupling (B j) (e a)) ^ 2 =
      ((c 0 - c 1) ^ 2 + (c 1 - c 2) ^ 2 + (c 2 - c 0) ^ 2) / 3 := by
  have S : ∀ a b, ∑ j, sigmaCoupling (B j) (e a) * sigmaCoupling (B j) (e b) =
      (if a = b then (1 : ℝ) else 0) ^ 2 - 1 / 3 := fun a b => by
    rw [sigma_sum_rule hB (by rw [he, if_pos rfl]) (by rw [he, if_pos rfl]), he]
  -- expand the square into pairs of adsorbates
  have h : ∑ j, (∑ a, c a * sigmaCoupling (B j) (e a)) ^ 2 =
      ∑ a, ∑ b, c a * c b * ∑ j, sigmaCoupling (B j) (e a) * sigmaCoupling (B j) (e b) := by
    simp only [Fin.sum_univ_three, Finset.mul_sum, ← Finset.sum_add_distrib]
    exact Finset.sum_congr rfl fun j _ => by ring
  rw [h]
  simp [S, Fin.sum_univ_three]
  ring

/-- A combination of three adsorbates in perpendicular unit directions decouples from every
orbital of the d shell exactly when its three amplitudes are equal. -/
theorem triad_decouples_iff (hB : IsDShell B) {e : Fin 3 → Fin 3 → ℝ}
    (he : ∀ a b, e a ⬝ᵥ e b = if a = b then 1 else 0) (c : Fin 3 → ℝ) :
    (∀ j, ∑ a, c a * sigmaCoupling (B j) (e a) = 0) ↔ c 0 = c 1 ∧ c 1 = c 2 := by
  have k := triad_coupling_strength hB he c
  constructor
  · intro h
    have z : ∑ j, (∑ a, c a * sigmaCoupling (B j) (e a)) ^ 2 = 0 :=
      Finset.sum_eq_zero fun j _ => by rw [h j]; norm_num
    rw [k] at z
    have h1 : (c 0 - c 1) ^ 2 = 0 := by
      linarith [sq_nonneg (c 0 - c 1), sq_nonneg (c 1 - c 2), sq_nonneg (c 2 - c 0)]
    have h2 : (c 1 - c 2) ^ 2 = 0 := by
      linarith [sq_nonneg (c 0 - c 1), sq_nonneg (c 1 - c 2), sq_nonneg (c 2 - c 0)]
    exact ⟨sub_eq_zero.mp ((pow_eq_zero_iff two_ne_zero).mp h1),
      sub_eq_zero.mp ((pow_eq_zero_iff two_ne_zero).mp h2)⟩
  · rintro ⟨h0, h1⟩ j
    have z : ∑ j, (∑ a, c a * sigmaCoupling (B j) (e a)) ^ 2 = 0 := by
      rw [k, h0, h1]; ring
    -- a vanishing sum of squares vanishes term by term
    exact (pow_eq_zero_iff two_ne_zero).mp
      ((Finset.sum_eq_zero_iff_of_nonneg fun j _ => sq_nonneg _).mp z j (Finset.mem_univ j))

/-- The five cubic d orbitals, in the order xy, yz, zx, x²-y², z². -/
def cubicShell : Fin 5 → Matrix (Fin 3) (Fin 3) ℝ :=
  ![(Real.sqrt 2)⁻¹ • !![0, 1, 0; 1, 0, 0; 0, 0, 0],
    (Real.sqrt 2)⁻¹ • !![0, 0, 0; 0, 0, 1; 0, 1, 0],
    (Real.sqrt 2)⁻¹ • !![0, 0, 1; 0, 0, 0; 1, 0, 0],
    (Real.sqrt 2)⁻¹ • !![1, 0, 0; 0, -1, 0; 0, 0, 0],
    (Real.sqrt 6)⁻¹ • !![-1, 0, 0; 0, -1, 0; 0, 0, 2]]

/-- The five cubic d orbitals form a d shell. -/
theorem isDShell_witness : IsDShell cubicShell := by
  have h2 : (Real.sqrt 2)⁻¹ * (Real.sqrt 2)⁻¹ = 1 / 2 := by
    rw [← mul_inv, Real.mul_self_sqrt (by norm_num)]; norm_num
  have h6 : (Real.sqrt 6)⁻¹ * (Real.sqrt 6)⁻¹ = 1 / 6 := by
    rw [← mul_inv, Real.mul_self_sqrt (by norm_num)]; norm_num
  unfold cubicShell
  -- only the squares of the two normalisation constants matter
  generalize (Real.sqrt 2)⁻¹ = a at h2 ⊢
  generalize (Real.sqrt 6)⁻¹ = b at h6 ⊢
  refine ⟨?_, ?_, ?_, ?_⟩
  · intro j
    fin_cases j <;> ext i k <;> fin_cases i <;> fin_cases k <;> simp
  · intro j
    fin_cases j <;> simp [Matrix.trace, Fin.sum_univ_three]
    linarith
  · intro i j
    fin_cases i <;> fin_cases j <;>
      simp [Matrix.trace, Fin.sum_univ_three] <;> linarith
  · intro M hM ht
    have s1 : M 1 0 = M 0 1 := congrFun (congrFun hM 0) 1
    have s2 : M 2 1 = M 1 2 := congrFun (congrFun hM 1) 2
    have s3 : M 2 0 = M 0 2 := congrFun (congrFun hM 0) 2
    simp only [Matrix.trace, Matrix.diag_apply, Fin.sum_univ_three] at ht
    have hp : ∀ x : ℝ, a * a * x = x / 2 := fun x => by rw [h2]; ring
    have hq : ∀ x : ℝ, b * b * x = x / 6 := fun x => by rw [h6]; ring
    refine ⟨![2 * a * M 0 1, 2 * a * M 1 2, 2 * a * M 0 2, a * (M 0 0 - M 1 1),
      3 * b * M 2 2], ?_⟩
    ext i j
    fin_cases i <;> fin_cases j <;> simp [Fin.sum_univ_five] <;>
      linarith [hp (M 0 0), hp (M 1 1), hp (M 0 1), hp (M 1 2), hp (M 0 2), hq (M 2 2)]

end

end DBandSigmaAdsorbates
```

```lean
#print axioms DBandSigmaAdsorbates.orthogonal_iff
#print axioms DBandSigmaAdsorbates.triad_decouples_iff
```

```
'DBandSigmaAdsorbates.orthogonal_iff' depends on axioms: [propext, Classical.choice, Quot.sound]
'DBandSigmaAdsorbates.triad_decouples_iff' depends on axioms: [propext, Classical.choice, Quot.sound]
```

## d orbitals as traceless symmetric matrices

A real d orbital has an angular function of the form $r\cdot Ar$, where $r$ is a unit vector and $A$ is a traceless symmetric real $3\times3$ matrix. The overlap of two such orbitals is proportional to $\mathrm{tr}(AC)$, so the trace product serves as the inner product. `IsDShell B` says that the matrices $B_j$ are symmetric and traceless, orthonormal in this product, and complete: every traceless symmetric matrix is a linear combination of them. The index type `ι` is any finite type; that it has five elements is a consequence which the statements don't need.

A σ adsorbate has an orbital that is axially symmetric about its bond. It therefore couples only to the part of a d orbital with the same symmetry, and the amplitude of that part is proportional to the angular function evaluated along the bond. `sigmaCoupling A n` is this value, $n\cdot An$. The physical matrix element is $t\,(n\cdot An)$, where the hopping constant $t$ contains the radial functions and the bond length, and is assumed to be the same for all adsorbates. For the normalised orbital $z^2$ and a bond along $z$ the angular value is $\sqrt{2/3}$, so the usual two-centre parameter is $V_{sd\sigma}=\sqrt{2/3}\,t$ for an adsorbate s orbital.

Write $s_j(n)=n\cdot B_jn$. The combination of d orbitals to which the adsorbate couples is `dCombination B n`, that is $D_n=\sum_j s_j(n)B_j$. Unit length of a direction enters as the hypothesis `n ⬝ᵥ n = 1`.

The model has a single metal atom and σ bonds only. π bonding, metal s and p orbitals, and direct coupling between adsorbates are left out, and the theorems concern couplings, not energies.

## The sum rule by hand

Let $Q_n=nn^{\mathsf T}-\tfrac13 I$, which is `axialOrbital n`. It is symmetric, and for a unit vector its trace is $n\cdot n-1=0$, so it is a d orbital. For any traceless $A$,

$$\mathrm{tr}(AQ_n)=\mathrm{tr}(Ann^{\mathsf T})-\tfrac13\mathrm{tr}A=n\cdot An .$$

By completeness $Q_n=\sum_j\gamma_jB_j$ for some real $\gamma_j$. Taking the trace product with $B_k$ and using orthonormality gives

$$\gamma_k=\mathrm{tr}(B_kQ_n)=n\cdot B_kn=s_k(n).$$

Hence $D_n=Q_n$: in every d shell the adsorbate couples to the axial orbital along its own bond.

The overlap of two such combinations can now be evaluated in two ways. Expanding only the first one gives

$$\mathrm{tr}(D_nD_m)=\sum_j s_j(n)\,\mathrm{tr}(B_jQ_m)=\sum_j s_j(n)s_j(m).$$

Using the axial form of both gives

$$\mathrm{tr}(Q_nQ_m)=m\cdot Q_nm=(n\cdot m)^2-\tfrac13\,m\cdot m=(n\cdot m)^2-\tfrac13 .$$

Equating the two results is the sum rule, and the overlap vanishes exactly when $(n\cdot m)^2=1/3$, at an angle of about $54.7^\circ$ or its supplement.

The combinations $D_n$ are not normalised: setting $m=n$ gives a squared norm of $2/3$. The overlap of the normalised combinations is therefore $\tfrac12\left(3(n\cdot m)^2-1\right)$.

Completeness has real work to do here. If $z^2$ is removed from the cubic shell, the other four orbitals are still symmetric, traceless and orthonormal, but for $n=m$ along $z$ the sum of their squared couplings is $0$ instead of $2/3$.

## Three perpendicular adsorbates

Let $e_0,e_1,e_2$ be perpendicular unit vectors and $c_0,c_1,c_2$ real amplitudes. The sum rule gives $\sum_j s_j(e_a)s_j(e_b)=\delta_{ab}-\tfrac13$, since $\delta_{ab}^2=\delta_{ab}$. Expanding the square of the total coupling to each orbital,

$$\begin{aligned}\sum_j\Big(\sum_a c_as_j(e_a)\Big)^2&=\sum_{a,b}c_ac_b\left(\delta_{ab}-\tfrac13\right)\\&=\sum_ac_a^2-\tfrac13\Big(\sum_ac_a\Big)^2\\&=\tfrac13\left[(c_0-c_1)^2+(c_1-c_2)^2+(c_2-c_0)^2\right].\end{aligned}$$

If the combination decouples from every orbital, the left side is zero, so each squared difference is zero and the amplitudes are equal. Conversely, equal amplitudes make the right side zero; the left side is a sum of squares, so every term in it vanishes. This is `triad_decouples_iff`. For normalised amplitudes that sum to zero, the total squared coupling is $1$.

## Two cases with the cubic orbitals

Take $n=(1,1,0)/\sqrt2$ and $m=(1,0,0)$. In the order $xy,\,yz,\,zx,\,x^2-y^2,\,z^2$ of `cubicShell`, the couplings are

$$s(n)=\left(\tfrac1{\sqrt2},0,0,0,-\tfrac1{\sqrt6}\right),\qquad s(m)=\left(0,0,0,\tfrac1{\sqrt2},-\tfrac1{\sqrt6}\right).$$

Only $z^2$ contributes to the sum of products, which is $1/6$. The rule gives the same value, $\tfrac12-\tfrac13=\tfrac16$.

For adsorbates along $x,y,z$ with normalised amplitudes $(1,-1,0)/\sqrt2$, the coupling to $x^2-y^2$ is $\tfrac1{\sqrt2}\left(\tfrac1{\sqrt2}+\tfrac1{\sqrt2}\right)=1$ and all others vanish, so the total squared coupling is $1$. With equal amplitudes the couplings to $x^2-y^2$ and to $z^2$ both cancel, and the other three orbitals have no coupling along the axes.

## Eliminating the d shell from the adsorbate equations

Consider non-interacting electrons, a d level at energy $\varepsilon_d$, and adsorbate orbitals in unit directions $n_a$, all at the same energy $\varepsilon_a$ (this subscript stands for "adsorbate" and is not an index). All orbitals, metal and adsorbate, are taken as orthonormal. With d amplitudes $u_j$ and adsorbate amplitudes $c_a$, the eigenvalue equations are

$$(E-\varepsilon_d)u_j=t\sum_b s_j(n_b)c_b,\qquad (E-\varepsilon_a)c_a=t\sum_j s_j(n_a)u_j .$$

For $E\neq\varepsilon_d$, solving the first for $u_j$ and inserting it in the second gives

$$(E-\varepsilon_a)c_a=\frac{t^2}{E-\varepsilon_d}\sum_b\left[(n_a\cdot n_b)^2-\tfrac13\right]c_b .$$

The d orbitals have disappeared, and only the bond angles are needed to fill the matrix. For three perpendicular adsorbates it has the eigenvalue $0$ on the symmetric combination, which stays at $\varepsilon_a$, and the eigenvalue $1$ twice. The two remaining combinations form bonding and antibonding levels with $(E-\varepsilon_a)(E-\varepsilon_d)=t^2$.

In a d-band model the factor $1/(E-\varepsilon_d)$ becomes the local Green's function of the d orbitals in the metal without the adsorbates, and the same matrix appears if that function is equal for all of them and diagonal. A crystal field that splits the shell weights the terms of the sum differently. The symmetric combination of three perpendicular adsorbates still decouples, because its coupling to each orbital vanishes separately.

## The steps in the Lean proof

`trace_axialOrbital` and `trace_mul_axialOrbital` are the two trace computations for $Q_n$; each expands the sums over three components and finishes by arithmetic.

`dCombination_eq_axialOrbital` first checks that $Q_n$ is symmetric, then obtains the expansion coefficients from `hB.complete`. The inner statement `hcj` identifies them with the couplings: it substitutes the expansion into the trace with $B_j$, and `hB.orthonormal` leaves a single term.

`trace_dCombination_mul` is the evaluation that expands one factor. Its proof uses unit length of `m` to replace $D_m$ by $Q_m$; the identity itself holds for any two vectors, as expanding both factors and using orthonormality shows. `sigma_sum_rule` rewrites the sum as this overlap, replaces both combinations by axial orbitals, and evaluates $m\cdot Q_nm$; the last line uses $m\cdot m=1$ to turn the remaining term into $1/3$. `orthogonal_iff` then follows by rewriting.

In `triad_coupling_strength`, `S` is the table $\delta_{ab}-\tfrac13$ and `h` is the expansion of the square into pairs; `ring` completes the algebra. In `triad_decouples_iff`, the forward direction applies `linarith` to the non-negativity of the three squares, and the reverse uses `Finset.sum_eq_zero_iff_of_nonneg` to pass from a zero sum to zero terms.

`isDShell_witness` shows that the five cubic orbitals satisfy all four conditions. It replaces the normalisation constants by symbols `a` and `b` with $a^2=1/2$ and $b^2=1/6$, and checks symmetry, trace and orthonormality case by case. For completeness it supplies the coefficients of a given $M$, which are the trace products with the five orbitals; the last, $3bM_{22}$, has been simplified with $\mathrm{tr}M=0$.
